# Bloch sums of projector vectors on a ring of $N$ cells: a problem sheet

## Two cells

Take two cells labelled $R = 0, 1$, with column vectors $p_0$ and $p_1$, and form $P_0 = p_0 + p_1$ and $P_1 = p_0 - p_1$. With ${}^H$ for the conjugate transpose,

$$P_0P_0^H + P_1P_1^H = 2\,p_0p_0^H + 2\,p_1p_1^H ,$$

because the cross terms $p_0p_1^H + p_1p_0^H$ enter once with each sign. So $\sum_R p_Rp_R^H = \tfrac12\sum_k P_kP_k^H$ for any two vectors. Now let $\sigma$ be the $2\times2$ matrix that exchanges two sites, $p_0 = (1,0)$ and $p_1 = \sigma p_0 = (0,1)$. Then $P_0 = (1,1)$ and $P_1 = (1,-1)$ are eigenvectors of $\sigma$ with eigenvalues $+1$ and $-1$; they are orthogonal, and the unit vectors are $P_k/\sqrt2$.

## Setting and definitions

For $N \ge 1$ cells on a ring, the cell label $R$ and the wave number $k$ are integers modulo $N$, the type `ZMod N`; the assumption `[NeZero N]` is $N \ne 0$. A vector is a list of complex coefficients indexed by the basis functions, `n → ℂ`, and `ι` labels projector channels, which may be pairs (atom in the cell, channel on that atom).

```lean
import Mathlib

open Matrix

namespace BlochProjectors

noncomputable section

variable {N : ℕ} [NeZero N] {n ι : Type*}
```

Let $w = \exp(2\pi\mathrm{i}/N)$, with $\mathrm{i}$ the imaginary unit. For $x$ modulo $N$, `phase x` is $w^x$ evaluated at the representative `x.val` in $\{0,\dots,N-1\}$.

```lean
/-- The phase `w ^ x` with `w = exp (2 π i / N)`, for `x` an integer modulo `N`. -/
def phase {N : ℕ} (x : ZMod N) : ℂ := Complex.exp (2 * Real.pi * Complex.I / N) ^ x.val
```

The Bloch sum is $P_k = \sum_R w^{kR}p_R$, with no normalising prefactor. The product $kR$ is reduced modulo $N$ before exponentiation, which changes nothing since $w^N = 1$.

```lean
/-- The Bloch sum `P_k = ∑_R w^(kR) p_R` of vectors attached to the cells `R`. -/
def blochSum (p : ZMod N → n → ℂ) (k : ZMod N) : n → ℂ := ∑ R, phase (k * R) • p R
```

An orbit is $p_R = U^Rp$, where the square matrix $U$ represents the move from one cell to the next and the power is again taken at the representative `R.val`.

```lean
/-- The periodic images `p_R = U^R p` of one vector under the cell-to-cell operation `U`. -/
def orbit {N : ℕ} [Fintype n] [DecidableEq n] (U : Matrix n n ℂ) (p : n → ℂ) (R : ZMod N) :
    n → ℂ := (U ^ R.val) *ᵥ p
```

For projector vectors $v_i$ and coefficients $D_{ij}$, the one-centre operator is $\sum_{ij}D_{ij}\,v_iv_j^H$. The outer product $uv^H$ is `vecMulVec u (star v)`, where `star` conjugates each component. The inner product $\langle u,v\rangle = u^Hv$ is `star u ⬝ᵥ v`, antilinear in the first argument, so the basis is treated as orthonormal.

```lean
/-- The one-centre operator `∑_ij D_ij v_i v_jᴴ` built from projector vectors `v_i`. -/
def oneCentre [Fintype ι] (D : Matrix ι ι ℂ) (v : ι → n → ℂ) : Matrix n n ℂ :=
  ∑ i, ∑ j, D i j • vecMulVec (v i) (star (v j))
```

The matrix $\sigma$ is `swap`.

```lean
/-- The exchange of two sites. -/
def swap : Matrix (Fin 2) (Fin 2) ℂ := !![0, 1; 1, 0]
```

The nonlocal term and the overlap correction of projector augmented-wave and ultrasoft schemes have the form $\sum_R\sum_{ij}D_{ij}\,p_{i,R}\,p_{j,R}^H$, with $p_{i,R}$ the projector of channel $i$ in cell $R$ and $D_{ij} = 0$ between channels on different atoms. The theorems do not need this last condition. Parts (d) and (h) rewrite this operator in terms of wave numbers for a finite ring periodic in one direction, with one fixed $D$ in all cells. Lattices in several directions, a continuous Brillouin zone, a self-consistent $D$ and the partial waves dual to the projectors are not part of the model.

## (a) The phase as a character

**Task.** Show that $w^x = \exp(2\pi\mathrm{i}x/N)$, which is the standard character of the additive group of integers modulo $N$.

**Solution.** For a natural number $m$ and complex $z$, $(\exp z)^m = \exp(mz)$. With $m$ the representative of $x$ and $z = 2\pi\mathrm{i}/N$ this gives $w^x = \exp(2\pi\mathrm{i}m/N)$. In Lean the power rule is `Complex.exp_nat_mul`, and `ring` compares the exponents. The identification with `ZMod.stdAddChar` makes Mathlib's character lemmas available for `phase`, among them $w^{a+b} = w^aw^b$ for $a, b$ modulo $N$.

```lean
/-- The phase `w ^ x` is the standard additive character of `ℤ/N`. -/
theorem phase_eq_char (x : ZMod N) : phase x = ZMod.stdAddChar x := by
  rw [phase, ZMod.stdAddChar_apply, ZMod.toCircle_apply, ← Complex.exp_nat_mul]
  congr 1
  ring
```

## (b) Conjugate phases

**Task.** For $a,b$ modulo $N$, show that $w^a\,\overline{w^b} = w^{a-b}$, the bar denoting complex conjugation.

**Solution.** Since $|w^b| = 1$ and $w^bw^{-b} = 1$, we have $\overline{w^b} = w^{-b}$, which is `h`, obtained from `AddChar.map_neg_eq_conj`. Then $w^aw^{-b} = w^{a-b}$ by the addition rule `AddChar.map_add_eq_mul`.

```lean
/-- `w^a` times the complex conjugate of `w^b` is `w^(a-b)`. -/
theorem phase_mul_star (a b : ZMod N) : phase a * star (phase b) = phase (a - b) := by
  have h : star (ZMod.stdAddChar b : ℂ) = ZMod.stdAddChar (-b) := by
    exact (AddChar.map_neg_eq_conj _ b).symm
  simp only [phase_eq_char]
  rw [h, ← AddChar.map_add_eq_mul, sub_eq_add_neg]
```

## (c) The sum over cells as a sum over wave numbers

**Task.** For any two families $p_R$ and $q_R$ with Bloch sums $P_k$ and $Q_k$, show that

$$\sum_R p_Rq_R^H = \frac1N\sum_k P_kQ_k^H .$$

The choice $q_R = p_R$ gives $\sum_R p_Rp_R^H = \frac1N\sum_kP_kP_k^H$.

**Solution.** The first step is the lattice sum rule: $\sum_k w^{kb}$ equals $N$ for $b = 0$ and $0$ otherwise. For $b = 0$ each of the $N$ terms is one. For $b \neq 0$ put $z = w^b$; then $z \ne 1$ and $z^N = 1$, so $(z-1)\sum_{k=0}^{N-1}z^k = z^N - 1 = 0$ forces the sum to vanish.

The second step concerns complex numbers $f_R$ and $g_S$, with $S$ a second cell label. Expanding the product with (b), exchanging the sums and applying the sum rule,

$$\sum_k\Big(\sum_R w^{kR}f_R\Big)\overline{\Big(\sum_S w^{kS}g_S\Big)} = \sum_{k,R,S}w^{k(R-S)}f_R\overline{g_S} = \sum_{R,S}\Big(\sum_kw^{k(R-S)}\Big)f_R\overline{g_S} = N\sum_Rf_R\overline{g_R}.$$

Finally let $a$ and $b$ label basis functions. The $(a,b)$ entry of $P_kQ_k^H$ is $(P_k)_a\overline{(Q_k)_b}$, so the choice $f_R = (p_R)_a$, $g_S = (q_S)_b$ and division by $N$ give the claim entry by entry.

In the proof, `hsum` is the sum rule, taken from `AddChar.sum_mulShift` for a primitive character in place of the geometric series. The three steps of the `calc` in `key` are the three equalities above, and `ext a b` passes to entries. The statement assumes no symmetry, orthogonality or normalisation of the vectors, and the index type `n` need not be finite, because each entry is treated separately. In terms of $\tilde P_k = P_k/\sqrt N$ and $\tilde Q_k = Q_k/\sqrt N$ the right side reads $\sum_k\tilde P_k\tilde Q_k^H$. For $N = 1$ both sides are $p_0q_0^H$.

```lean
/-- For any two families of cell vectors, `∑_R p_R q_Rᴴ = (1/N) ∑_k P_k Q_kᴴ`. -/
theorem cell_sum_eq_bloch_sum (p q : ZMod N → n → ℂ) :
    ∑ R, vecMulVec (p R) (star (q R))
      = (1 / (N : ℂ)) • ∑ k, vecMulVec (blochSum p k) (star (blochSum q k)) := by
  -- the lattice sum rule `∑_k w^(kb) = N δ_(b,0)`
  have hsum : ∀ b : ZMod N, ∑ k, phase (k * b) = if b = 0 then (N : ℂ) else 0 := by
    intro b
    simp only [phase_eq_char]
    rw [AddChar.sum_mulShift b (ZMod.isPrimitive_stdAddChar N)]
    split_ifs <;> simp
  -- the scalar identity obeyed by each matrix entry
  have key : ∀ f g : ZMod N → ℂ,
      ∑ k, (∑ R, phase (k * R) * f R) * star (∑ S, phase (k * S) * g S)
        = (N : ℂ) * ∑ R, f R * star (g R) := by
    intro f g
    calc ∑ k, (∑ R, phase (k * R) * f R) * star (∑ S, phase (k * S) * g S)
        = ∑ k, ∑ R, ∑ S, phase (k * (R - S)) * (f R * star (g S)) := by
          refine Finset.sum_congr rfl fun k _ => ?_
          rw [star_sum, Finset.sum_mul_sum]
          refine Finset.sum_congr rfl fun R _ => Finset.sum_congr rfl fun S _ => ?_
          rw [star_mul', mul_sub, ← phase_mul_star]
          ring
      _ = ∑ R, ∑ S, (∑ k, phase (k * (R - S))) * (f R * star (g S)) := by
          rw [Finset.sum_comm]
          refine Finset.sum_congr rfl fun R _ => ?_
          rw [Finset.sum_comm]
          refine Finset.sum_congr rfl fun S _ => ?_
          rw [Finset.sum_mul]
      _ = (N : ℂ) * ∑ R, f R * star (g R) := by
          simp only [hsum, sub_eq_zero, ite_mul, zero_mul, Finset.sum_ite_eq, Finset.mem_univ,
            if_true, Finset.mul_sum]
  have hN : (N : ℂ) ≠ 0 := Nat.cast_ne_zero.mpr (NeZero.ne N)
  ext a b
  simp only [Matrix.sum_apply, Matrix.smul_apply, vecMulVec_apply, Pi.star_apply, blochSum,
    Finset.sum_apply, Pi.smul_apply, smul_eq_mul]
  rw [key (fun R => p R a) (fun R => q R b), ← mul_assoc, one_div_mul_cancel hN, one_mul]
```

## (d) Several channels

**Task.** Let $P_{i,k} = \sum_Rw^{kR}p_{i,R}$ be the Bloch sum of channel $i$. Show that

$$\sum_R\sum_{ij}D_{ij}\,p_{i,R}\,p_{j,R}^H = \frac1N\sum_k\sum_{ij}D_{ij}\,P_{i,k}P_{j,k}^H .$$

**Solution.** Because $D_{ij}$ does not depend on $R$, the cell sum moves inside, giving $\sum_{ij}D_{ij}\sum_Rp_{i,R}\,p_{j,R}^H$. Part (c), applied to the families $p_{i,R}$ and $p_{j,R}$, turns the inner sum into $\frac1N\sum_kP_{i,k}P_{j,k}^H$. Moving $\frac1N\sum_k$ back outside yields the right side. These three moves are the three steps of the `calc`. The off-diagonal terms $i\neq j$ use (c) with two different families. Here `p i R` is $p_{i,R}$, `blochSum (p i) k` is $P_{i,k}$, and $D$ is any complex matrix over finitely many channels, Hermitian or not.

```lean
/-- With the same coefficients `D` in every cell, the sum over cells of the one-centre operators
is `1/N` times the sum over `k` of the same operator built from the Bloch sums. -/
theorem oneCentre_sum_eq_bloch_sum [Fintype ι] (D : Matrix ι ι ℂ) (p : ι → ZMod N → n → ℂ) :
    ∑ R, oneCentre D (fun i => p i R)
      = (1 / (N : ℂ)) • ∑ k, oneCentre D (fun i => blochSum (p i) k) := by
  calc ∑ R, oneCentre D (fun i => p i R)
      = ∑ i, ∑ j, D i j • ∑ R, vecMulVec (p i R) (star (p j R)) := by
        simp only [oneCentre, Finset.smul_sum]
        rw [Finset.sum_comm]
        exact Finset.sum_congr rfl fun i _ => Finset.sum_comm
    _ = ∑ i, ∑ j, D i j • ((1 / (N : ℂ)) •
          ∑ k, vecMulVec (blochSum (p i) k) (star (blochSum (p j) k))) := by
        refine Finset.sum_congr rfl fun i _ => Finset.sum_congr rfl fun j _ => ?_
        rw [cell_sum_eq_bloch_sum (p i) (p j)]
    _ = _ := by
        simp only [oneCentre, Finset.smul_sum, smul_smul]
        symm
        rw [Finset.sum_comm]
        refine Finset.sum_congr rfl fun i _ => ?_
        rw [Finset.sum_comm]
        refine Finset.sum_congr rfl fun j _ => Finset.sum_congr rfl fun k _ => ?_
        rw [mul_comm]
```

## (e) Bloch sums of an orbit

**Task.** From here on the basis is finite. Let $p_R = U^Rp$ with $U^N = 1$, the periodic boundary condition on the ring. Show that $UP_k = w^{-k}P_k$.

**Solution.** By linearity $UP_k = \sum_Rw^{kR}\,U\,U^Rp$. Since $U^N = 1$, powers of $U$ depend only on the exponent modulo $N$, so $U\,U^R = U^{1+R}$ also across the seam of the ring, where $1 + R$ wraps to $0$. Further $w^{kR} = w^{-k}w^{k(1+R)}$, because $-k + k(1+R) = kR$. Hence

$$UP_k = w^{-k}\sum_Rw^{k(1+R)}U^{1+R}p = w^{-k}P_k ,$$

as $1+R$ runs once over all cells when $R$ does.

The relabelling is `Equiv.addLeft 1` inside `Fintype.sum_equiv`, `hpow` is the power identity and `hph` the phase identity. The auxiliary `h1` covers $N = 1$, where the representative of $1$ is $0$ and $U^0 = U$ holds because $U = 1$. Unitarity is not used. The vector $P_k$ may be zero, so the theorem does not assert that $w^{-k}$ is an eigenvalue of $U$. As to the sign, if $U$ is pictured as the translation $(U\psi)(r) = \psi(r - d)$ of a function $\psi$ of position $r$ by a cell length $d$, then $U\psi = w^{-k}\psi$ reads $\psi(r+d) = w^k\psi(r)$.

```lean
variable [Fintype n] [DecidableEq n]

/-- If `U^N = 1`, the Bloch sum of the images `U^R p` obeys `U P_k = w^(-k) P_k`. -/
theorem mulVec_blochSum (U : Matrix n n ℂ) (hN : U ^ N = 1) (p : n → ℂ) (k : ZMod N) :
    U *ᵥ blochSum (orbit U p) k = phase (-k) • blochSum (orbit U p) k := by
  have h1 : U ^ (1 : ZMod N).val = U := by
    rw [ZMod.val_one_eq_one_mod, ← pow_eq_pow_mod _ hN, pow_one]
  rw [blochSum, Matrix.mulVec_sum, Finset.smul_sum]
  -- relabel the cells, `R ↦ 1 + R`
  refine Fintype.sum_equiv (Equiv.addLeft 1) _ _ fun R => ?_
  have hpow : U ^ (1 + R).val = U * U ^ R.val := by
    rw [ZMod.val_add, ← pow_eq_pow_mod _ hN, pow_add, h1]
  have hph : phase (-k) * phase (k * (1 + R)) = phase (k * R) := by
    have e : -k + k * (1 + R) = k * R := by ring
    simp only [phase_eq_char]
    rw [← AddChar.map_add_eq_mul, e]
  simp only [Equiv.coe_addLeft, orbit]
  rw [Matrix.mulVec_smul, Matrix.mulVec_mulVec, smul_smul, hpow, hph]
```

## (f) Orthogonality to states of another wave number

**Task.** Let also $U^HU = 1$, and let the vector $\psi$ obey $U\psi = w^{-l}\psi$ with a wave number $l \ne k$. Show that $\langle P_k,\psi\rangle = 0$.

**Solution.** Write $s = \langle P_k,\psi\rangle$. Unitarity gives $\langle UP_k,U\psi\rangle = P_k^HU^HU\psi = s$. By (e), the assumption on $\psi$ and (b), the same quantity is $\overline{w^{-k}}\,w^{-l}s = w^{k-l}s$. So $(w^{k-l} - 1)\,s = 0$. As $x \mapsto w^x$ is one-to-one modulo $N$ and $k - l \neq 0$, the bracket is nonzero and $s = 0$.

The hypothesis `hU` is $U^HU = 1$, which for a square finite matrix is unitarity; `hkl` is $k\neq l$ modulo $N$, which requires $N\ge2$. In the proof `h` starts as the invariance of the overlap and is rewritten into $w^{k-l}s = s$, with the exponent appearing as `-l - -k`. The step `hne` uses `ZMod.injective_stdAddChar`, and `mul_eq_zero` concludes. The condition `hψ` is assumed. That the eigenstates of a periodic Hamiltonian may be chosen to satisfy it is the content of Bloch's theorem, and no Hamiltonian appears in these statements.

```lean
/-- For unitary `U` with `U^N = 1`, the Bloch sum `P_k` is orthogonal to every `ψ` with
`U ψ = w^(-l) ψ` and `l ≠ k`. -/
theorem blochSum_orthogonal_of_eigen (U : Matrix n n ℂ) (hU : Uᴴ * U = 1) (hN : U ^ N = 1)
    (p ψ : n → ℂ) {k l : ZMod N} (hkl : k ≠ l) (hψ : U *ᵥ ψ = phase (-l) • ψ) :
    star (blochSum (orbit U p) k) ⬝ᵥ ψ = 0 := by
  -- `U` preserves overlaps
  have h : star (U *ᵥ blochSum (orbit U p) k) ⬝ᵥ (U *ᵥ ψ)
      = star (blochSum (orbit U p) k) ⬝ᵥ ψ := by
    rw [Matrix.star_mulVec, Matrix.dotProduct_mulVec, Matrix.vecMul_vecMul, hU,
      Matrix.vecMul_one]
  rw [mulVec_blochSum U hN, hψ, star_smul, smul_dotProduct, dotProduct_smul, smul_smul,
    mul_comm, phase_mul_star, smul_eq_mul] at h
  -- the relative phase `w^(k-l)` differs from one
  have hne : phase (-l - -k) - 1 ≠ 0 := by
    intro h0
    have h1 : ZMod.stdAddChar (-l - -k) = ZMod.stdAddChar (0 : ZMod N) := by
      rw [← phase_eq_char, AddChar.map_zero_eq_one]
      exact sub_eq_zero.mp h0
    have h2 := ZMod.injective_stdAddChar h1
    exact hkl (by linear_combination h2)
  refine (mul_eq_zero.mp ?_).resolve_left hne
  linear_combination h
```

## (g) Orthogonality of Bloch sums

**Task.** For unitary $U$ with $U^N = 1$, let $P_k$ and $Q_l$ be the Bloch sums of the orbits of two arbitrary vectors $p$ and $q$. Show that $\langle P_k,Q_l\rangle = 0$ for $k\ne l$.

**Solution.** By (e), $UQ_l = w^{-l}Q_l$, so (f) applies with $\psi = Q_l$. The Lean proof is this one application. With $q = p$, Bloch sums of one projector at distinct wave numbers are orthogonal; with $p\neq q$, the same holds between different channels or atoms. The images $U^Rp$ may overlap one another freely. The theorem says nothing about $\langle P_k,Q_k\rangle$, so $P_k/\sqrt N$ is not asserted to be a unit vector.

```lean
/-- For unitary `U` with `U^N = 1`, the Bloch sums `P_k` and `Q_l` of the images of any two
vectors `p` and `q` are orthogonal when `k ≠ l`. -/
theorem blochSum_orthogonal (U : Matrix n n ℂ) (hU : Uᴴ * U = 1) (hN : U ^ N = 1)
    (p q : n → ℂ) {k l : ZMod N} (hkl : k ≠ l) :
    star (blochSum (orbit U p) k) ⬝ᵥ blochSum (orbit U q) l = 0 :=
  blochSum_orthogonal_of_eigen U hU hN p _ hkl (mulVec_blochSum U hN q l)
```

## (h) Action on a state of definite wave number

**Task.** Let $p_{i,R} = U^Rp_i$ for given vectors $p_i$, with $U$ unitary and $U^N = 1$, and let $U\psi = w^{-l}\psi$. Show that

$$\Big(\sum_R\sum_{ij}D_{ij}\,p_{i,R}\,p_{j,R}^H\Big)\psi = \frac1N\Big(\sum_{ij}D_{ij}\,P_{i,l}P_{j,l}^H\Big)\psi .$$

**Solution.** By (d) the left side is $\frac1N\sum_k\sum_{ij}D_{ij}P_{i,k}P_{j,k}^H\psi$. An outer product acts as $(uv^H)\psi = \langle v,\psi\rangle u$, so the block with label $k$ contributes $\sum_{ij}D_{ij}\langle P_{j,k},\psi\rangle P_{i,k}$. For $k \neq l$ every overlap $\langle P_{j,k},\psi\rangle$ vanishes by (f), and only $k = l$ remains. On such a $\psi$ the sum over $N$ cells is replaced by one block, built from one Bloch sum per channel.

In Lean `hv` is the rule for outer products, stated for an unconjugated second factor and used with `star` applied to it. `Finset.sum_eq_single l` selects the term $k = l$, `h0` supplies the vanishing overlaps, and the last branch is closed because $l$ is among the wave numbers. For $N = 1$ there is a single block and nothing to discard.

```lean
/-- For unitary `U` with `U^N = 1` and `U ψ = w^(-l) ψ`, the sum over cells of the one-centre
operators acts on `ψ` as `1/N` times the operator built from the Bloch sums at `k = l`. -/
theorem oneCentre_sum_mulVec [Fintype ι] (D : Matrix ι ι ℂ) (U : Matrix n n ℂ)
    (hU : Uᴴ * U = 1) (hN : U ^ N = 1) (p : ι → n → ℂ) (ψ : n → ℂ) (l : ZMod N)
    (hψ : U *ᵥ ψ = phase (-l) • ψ) :
    (∑ R : ZMod N, oneCentre D (fun i => orbit U (p i) R)) *ᵥ ψ
      = (1 / (N : ℂ)) • oneCentre D (fun i => blochSum (orbit U (p i)) l) *ᵥ ψ := by
  have hv : ∀ u v : n → ℂ, vecMulVec u v *ᵥ ψ = (v ⬝ᵥ ψ) • u := by
    intro u v
    ext a
    simp only [mulVec, dotProduct, vecMulVec_apply, Pi.smul_apply, smul_eq_mul, Finset.sum_mul]
    exact Finset.sum_congr rfl fun _ _ => by ring
  rw [oneCentre_sum_eq_bloch_sum D (fun i => orbit U (p i)), Matrix.smul_mulVec,
    Matrix.sum_mulVec, Finset.sum_eq_single l]
  · -- blocks with `k ≠ l` annihilate `ψ`
    intro k _ hkl
    have h0 : ∀ j, star (blochSum (orbit U (p j)) k) ⬝ᵥ ψ = 0 := fun j =>
      blochSum_orthogonal_of_eigen U hU hN (p j) ψ hkl hψ
    simp only [oneCentre, Matrix.sum_mulVec, Matrix.smul_mulVec, hv, h0, zero_smul, smul_zero,
      Finset.sum_const_zero]
  · intro h
    exact absurd (Finset.mem_univ l) h
```

## (i) The two-site example

**Task.** For $N = 2$, $U = \sigma$ and $p = (1,0)$, show that $\sigma^H\sigma = 1$, that $\sigma^2 = 1$, and that component $0$ of $P_k$ (components are numbered $0, 1$) equals one for both $k$.

**Solution.** The matrix $\sigma$ is real and symmetric, so $\sigma^H\sigma = \sigma^2$, and exchanging twice restores both sites. The orbit is $p_0 = (1,0)$, $p_1 = (0,1)$, so $P_k = w^0p_0 + w^kp_1 = (1,w^k)$, whose component $0$ is one. Both Bloch sums are therefore nonzero, and (g) applied to this case is an orthogonality between two nonzero vectors. With $w = -1$ the unit vectors are $(1,1)/\sqrt2$ and $(1,-1)/\sqrt2$; the second components and the norm $\sqrt2$ are read off on paper and do not appear in `swap_witness`. The proof checks the four entries of each matrix product with `fin_cases`, lists the cells as `{0, 1}` in `hu`, and splits the Bloch sum by `Finset.sum_pair`. The $R = 1$ term has component $0$ equal to zero, so the value of $w^k$ is never needed.

```lean
/-- The exchange of two sites is unitary with square one, and both Bloch sums of the images of
the vector on the first site have first component one. -/
theorem swap_witness : swapᴴ * swap = 1 ∧ swap ^ 2 = 1 ∧
    ∀ k : ZMod 2, blochSum (orbit swap ![1, 0]) k 0 = 1 := by
  refine ⟨?_, ?_, fun k => ?_⟩
  · ext i j
    fin_cases i <;> fin_cases j <;> simp [swap, Matrix.mul_apply, Fin.sum_univ_succ]
  · rw [pow_two]
    ext i j
    fin_cases i <;> fin_cases j <;> simp [swap, Matrix.mul_apply, Fin.sum_univ_succ]
  · have hu : (Finset.univ : Finset (ZMod 2)) = {0, 1} := by decide
    have hv : (1 : ZMod 2).val = 1 := rfl
    rw [blochSum, hu, Finset.sum_pair (by decide)]
    simp [orbit, phase, hv, swap]

end

end BlochProjectors
```

```lean
#print axioms BlochProjectors.blochSum_orthogonal
#print axioms BlochProjectors.oneCentre_sum_mulVec
```

```
'BlochProjectors.blochSum_orthogonal' depends on axioms: [propext, Classical.choice, Quot.sound]
'BlochProjectors.oneCentre_sum_mulVec' depends on axioms: [propext, Classical.choice, Quot.sound]
```
